# For k, m > 0, the Koopmans-tuned parameter of a quadratic supercell polaron model increases with cell size towards u/k

The Koopmans condition compares a difference of two total energies with a single-particle level, so a model that contains only a total energy must say what the level is. Here the level of the polaron state at full occupation is the derivative of the total energy with respect to the charge $x$ in that state, taken at $x=1$. The charge is therefore a continuous real variable that counts excess electrons, with $x=0$ for the neutral cell and $x=1$ for the cell with one excess electron. The atoms are held at the same distorted positions for every $x$.

The "generalized Koopmans condition" is a requirement imposed on a tunable functional. It is not Koopmans' theorem, which concerns ionization energies in Hartree–Fock theory with frozen orbitals.

```lean
import Mathlib

open Filter Topology Set

namespace PolaronKoopmansTuning

noncomputable section
```

## A quadratic energy with a 1/L finite-size term

The energy of a cell of linear size $L$, measured from that of the neutral cell with the same atomic positions, is postulated to be

$$E_L(x) = e\,x + \tfrac12 c\,x^2,\qquad c = u-\lambda k-\frac mL .$$

All quantities are real numbers, in any consistent set of units:

- $e$ is the part of the level that does not depend on the charge.
- $u$ is the bare curvature, which stands for the self-interaction of the excess charge together with its screening.
- $\lambda$ (`lam` in the code) is the functional parameter, for example a fraction of exact exchange, and $k$ is the rate at which it lowers the curvature.
- $m/L$ stands for the part of the leading electrostatic error, in a periodic cell with a neutralizing background, that is quadratic in $x$. For $m>0$ it lowers the energy by $m x^2/(2L)$. A part linear in $x$ would only change $e$.

```lean
/-- Curvature of the supercell energy in the polaron charge: a bare term `u`, lowered by the
functional parameter `lam` with strength `k` and by the finite-size term `m / L`. -/
def curvature (u k m lam L : ℝ) : ℝ := u - lam * k - m / L

/-- Energy of a supercell of size `L` with charge `x` in the polaron state. -/
def energy (e u k m lam L x : ℝ) : ℝ := e * x + curvature u k m lam L * x ^ 2 / 2
```

The condition uses `deriv`, Mathlib's derivative, so the slope is that of the energy itself and not a separately supplied formula. The tuned parameter is defined independently of the condition.

```lean
/-- Generalized Koopmans condition: the total-energy difference between the charged and the
neutral cell equals the slope of the energy at full occupation. -/
def Koopmans (e u k m lam L : ℝ) : Prop :=
  energy e u k m lam L 1 - energy e u k m lam L 0 = deriv (energy e u k m lam L) 1

/-- The tuned functional parameter for a supercell of size `L`. -/
def tuned (u k m L : ℝ) : ℝ := (u - m / L) / k
```

By hand, the quadratic form enters through the slope $E_L'(x)=e+cx$. At full occupation this gives $E_L'(1)=e+c$, while $E_L(1)-E_L(0)=e+c/2$. Hence

$$E_L'(1)-\bigl[E_L(1)-E_L(0)\bigr]=\frac c2 .$$

This difference is called the Koopmans defect below. The constant $e$ has cancelled, so it plays no part in the tuning.

In the proof, `energy_hasDerivAt` assembles the slope from the derivatives of $x$ and $x^2$, and `ring` brings the result to the form $e+cx$. Then `koopmans_defect` replaces `deriv` by that slope and leaves the subtraction to `ring`.

```lean
/-- The slope of the energy at charge `x` is `e` plus the curvature times `x`. -/
theorem energy_hasDerivAt (e u k m lam L x : ℝ) :
    HasDerivAt (energy e u k m lam L) (e + curvature u k m lam L * x) x := by
  have h2 : HasDerivAt (fun y : ℝ => y ^ 2) (2 * x) x := by
    simpa using hasDerivAt_pow 2 x
  have h := ((hasDerivAt_id' x).const_mul e).fun_add
    ((h2.const_mul (curvature u k m lam L)).div_const 2)
  exact h.congr_deriv (by ring)

/-- The slope at full occupation exceeds the total-energy difference by half the curvature. -/
theorem koopmans_defect (e u k m lam L : ℝ) :
    deriv (energy e u k m lam L) 1
      - (energy e u k m lam L 1 - energy e u k m lam L 0) = curvature u k m lam L / 2 := by
  rw [(energy_hasDerivAt e u k m lam L 1).deriv]
  simp only [energy]
  ring
```

With a cubic term $t\,x^3$ added to the energy, the same subtraction gives a defect of $c/2+2t$. The Koopmans condition would then select $c=-4t$, and the energy would remain curved. The link between the condition and zero curvature thus belongs to the quadratic form.

The model also leaves out higher powers of $1/L$, any change of the lattice distortion with $\lambda$ or $L$, and any dependence of $u$, $k$ and $m$ on $\lambda$ or $L$.

## The parameter must act on the curvature: k ≠ 0

Physically, $k\neq0$ says that changing the functional changes the curvature. By hand, it is used in one division. The defect vanishes exactly when $c=0$, that is, when $\lambda k=u-m/L$, and dividing by $k$ gives

$$\lambda=\frac{u-m/L}{k}.$$

In `curvature_eq_zero_iff`, this division is the rewrite with `eq_div_iff hk`, after which both directions are linear arithmetic. The theorem `koopmans_iff` adds the defect formula to pass from zero curvature to the Koopmans condition.

```lean
/-- The curvature vanishes exactly at the tuned parameter. -/
theorem curvature_eq_zero_iff {k : ℝ} (hk : k ≠ 0) (u m lam L : ℝ) :
    curvature u k m lam L = 0 ↔ lam = tuned u k m L := by
  unfold curvature tuned
  rw [eq_div_iff hk]
  constructor <;> intro h <;> linarith

/-- The Koopmans condition holds exactly at the tuned parameter. -/
theorem koopmans_iff {k : ℝ} (hk : k ≠ 0) (e u m lam L : ℝ) :
    Koopmans e u k m lam L ↔ lam = tuned u k m L := by
  rw [← curvature_eq_zero_iff hk]
  have h := koopmans_defect e u k m lam L
  unfold Koopmans
  constructor <;> intro h' <;> linarith
```

If $k=0$, the parameter has no effect. Take $u=2$, $m=4$ and $L=4$: the curvature is $1$ for every $\lambda$, and no choice satisfies the condition. Lean's convention for division by zero would still assign `tuned` the value $0$, so the equivalence would be false at $\lambda=0$.

No hypothesis restricts $u$ or $\lambda$. If $u<m/L$ and $k>0$, the tuned value is negative, and nothing confines it to the interval from $0$ to $1$ expected of an exchange fraction.

## Signs that fix the trend: k > 0, m > 0 and L > 0

The condition $k>0$ says that a larger parameter reduces the curvature, as exact exchange does when it counteracts the self-interaction of a semilocal functional. The condition $m>0$ says that the periodic images and the background together lower the curvature. A cell size is positive by its meaning.

Write $\lambda_L=(u-m/L)/k$. For $0<a<b$,

$$\lambda_b-\lambda_a=\frac1k\left(\frac ma-\frac mb\right)=\frac{m(b-a)}{k\,a\,b}>0,$$

so the tuned parameter strictly increases. Its distance from the limit is

$$\frac uk-\lambda_L=\frac{m}{kL},$$

which is positive and tends to zero as $L\to\infty$.

The theorem `koopmans_tuning` has four parts:

1. For every $L>0$ and every $\lambda$, the Koopmans condition is equivalent to $\lambda=(u-m/L)/k$.
2. The function `tuned u k m` is strictly increasing on `Ioi 0`, the set of positive real sizes.
3. Every tuned value at positive $L$ lies below $u/k$.
4. The tuned value converges to $u/k$ as $L$ grows without bound, which is what `Tendsto` with `atTop` expresses.

```lean
/-- Koopmans tuning of a finite supercell: in every cell the Koopmans condition selects the
parameter `(u - m / L) / k`, which strictly increases with the cell size, stays below `u / k`
and converges to `u / k`. -/
theorem koopmans_tuning {k m : ℝ} (hk : 0 < k) (hm : 0 < m) (e u : ℝ) :
    (∀ L, 0 < L → ∀ lam, Koopmans e u k m lam L ↔ lam = (u - m / L) / k) ∧
    StrictMonoOn (tuned u k m) (Ioi 0) ∧
    (∀ L, 0 < L → tuned u k m L < u / k) ∧
    Tendsto (tuned u k m) atTop (𝓝 (u / k)) := by
  refine ⟨fun L _ lam => koopmans_iff hk.ne' e u m lam L, ?_, ?_, ?_⟩
  · -- a larger cell has a smaller finite-size term
    intro a ha b hb hab
    have ha' : 0 < a := ha
    have hb' : 0 < b := hb
    unfold tuned
    gcongr
  · intro L hL
    have hpos : 0 < m / L := div_pos hm hL
    exact (div_lt_div_iff_of_pos_right hk).2 (by linarith)
  · -- the finite-size term dies out in the dilute limit
    have h : Tendsto (fun L : ℝ => m / L) atTop (𝓝 0) :=
      tendsto_const_nhds.div_atTop tendsto_id
    have h2 := (h.const_sub u).div_const k
    rw [sub_zero] at h2
    exact h2
```

The first part is `koopmans_iff`, and it needs only $k\neq0$. For the second, `gcongr` reduces the inequality between tuned values to $a<b$, using the signs of $k$, $m$ and the sizes. The third uses $m/L>0$ and division by a positive $k$. The fourth starts from $m/L\to0$, subtracts from $u$ and divides by $k$; the limit does not depend on the sign of $m$.

Each sign matters for the trend:

- With $m=0$, the tuned parameter equals $u/k$ in every cell, so it neither increases nor stays strictly below the limit.
- With $k=-1$, $m=1$ and $u=0$, it equals $1/L$, which decreases towards $0$ from above.
- If negative sizes were admitted, then $k=m=1$ and $u=0$ would give $-1/L$. Its value is $1$ at $L=-1$ and $-1$ at $L=1$, so it would not increase across the whole domain.

For the tuning of hybrid functionals, this means that, within this one-parameter quadratic model, a parameter fitted in a finite cell without a finite-size correction lies below its dilute-limit value by $m/(kL)$.

## Linearity between the neutral and the charged cell

The Koopmans condition compares only the endpoints and one slope. In the quadratic model with $k\neq0$, it is nevertheless equivalent to linearity on the whole interval $0\le x\le1$. The deviation from the straight line through the endpoints is

$$E_L(x)-\bigl[(1-x)E_L(0)+xE_L(1)\bigr]=-\frac c2\,x(1-x).$$

If $c=0$, it vanishes for every $x$. Conversely, at $x=1/2$ it equals $-c/8$, so linearity at half occupation already forces $c=0$.

The proof of `koopmans_iff_linear` follows these two directions. It first replaces the Koopmans condition by zero curvature, which is where $k\neq0$ enters. It then substitutes $c=0$ for one direction and evaluates the linear formula at $x=1/2$ for the other.

```lean
/-- The Koopmans condition holds exactly when the energy is linear in the charge between the
neutral and the charged cell. -/
theorem koopmans_iff_linear {k : ℝ} (hk : k ≠ 0) (e u m lam L : ℝ) :
    Koopmans e u k m lam L ↔
      ∀ x ∈ Icc (0 : ℝ) 1, energy e u k m lam L x
        = (1 - x) * energy e u k m lam L 0 + x * energy e u k m lam L 1 := by
  rw [koopmans_iff hk, ← curvature_eq_zero_iff hk]
  constructor
  · intro hc x _
    simp only [energy, hc]
    ring
  · -- half occupation already detects the curvature
    intro h
    have h' := h (1 / 2) ⟨by norm_num, by norm_num⟩
    simp only [energy] at h'
    linarith
```

The equivalence between zero curvature and the Koopmans condition comes from the defect formula alone, so at $k=0$ this particular equivalence would survive. There the hypothesis belongs to the route through the tuned parameter and not to the physics of linearity.

## Using a parameter in another cell

Suppose $\lambda_L$ is tuned in a cell of size $L$ and then used in one of size $L'$. Since $k\neq0$, we have $\lambda_Lk=u-m/L$, and the curvature in the second cell is

$$u-\left(u-\frac mL\right)-\frac m{L'}=\frac mL-\frac m{L'} .$$

The Koopmans defect is half of this. For $m>0$ and $L'>L>0$ it is positive: the level at full occupation lies above the total-energy difference.

The proof applies `koopmans_defect`, and `div_mul_cancel₀` then cancels $k$.

```lean
/-- A parameter tuned in a cell of size `L` and used in a cell of size `L'` leaves a Koopmans
defect equal to half the difference of the two finite-size terms. -/
theorem transfer_defect {k : ℝ} (hk : k ≠ 0) (e u m L L' : ℝ) :
    deriv (energy e u k m (tuned u k m L) L') 1
      - (energy e u k m (tuned u k m L) L' 1 - energy e u k m (tuned u k m L) L' 0)
      = (m / L - m / L') / 2 := by
  rw [koopmans_defect]
  unfold curvature tuned
  rw [div_mul_cancel₀ _ hk]
  ring
```

If $k=0$, the cancellation fails. The curvature in the second cell is then $u-m/L'$, whatever parameter was carried over.

## Two different sizes determine the dilute limit: L₁ ≠ L₂

Let $\lambda_1$ and $\lambda_2$ satisfy the Koopmans condition in cells of positive sizes $L_1$ and $L_2$, with the same $u$, $k$ and $m$. Multiplying each tuning equation by its cell size gives

$$L_1\lambda_1k=uL_1-m,\qquad L_2\lambda_2k=uL_2-m .$$

Subtraction removes $m$:

$$k\,(L_2\lambda_2-L_1\lambda_1)=u\,(L_2-L_1).$$

Dividing by $k$ and by $L_2-L_1$ yields

$$\frac{L_2\lambda_2-L_1\lambda_1}{L_2-L_1}=\frac uk .$$

Positivity of the sizes is used to clear $m/L$, and $L_1\neq L_2$ permits the last division. In the proof, `key` is the equation for a single cell, `a₁` and `a₂` are its two instances, and the final `linear_combination` is their difference.

```lean
/-- Two-cell extrapolation: parameters that satisfy the Koopmans condition in two cells of
different size determine the dilute-limit value `u / k` exactly. -/
theorem two_cell_extrapolation {k L₁ L₂ : ℝ} (hk : k ≠ 0) (h₁ : 0 < L₁) (h₂ : 0 < L₂)
    (hne : L₁ ≠ L₂) (e u m lam₁ lam₂ : ℝ)
    (K₁ : Koopmans e u k m lam₁ L₁) (K₂ : Koopmans e u k m lam₂ L₂) :
    (L₂ * lam₂ - L₁ * lam₁) / (L₂ - L₁) = u / k := by
  -- in each cell, size times parameter is affine in the size
  have key : ∀ L lam : ℝ, 0 < L → Koopmans e u k m lam L → L * (lam * k) = u * L - m := by
    intro L lam hL K
    have d : lam * k = u - m / L := (eq_div_iff hk).1 ((koopmans_iff hk e u m lam L).1 K)
    have c : m / L * L = m := div_mul_cancel₀ m hL.ne'
    rw [d]
    linear_combination -c
  have a₁ := key L₁ lam₁ h₁ K₁
  have a₂ := key L₂ lam₂ h₂ K₂
  rw [div_eq_div_iff (sub_ne_zero.2 hne.symm) hk]
  linear_combination a₂ - a₁

end

end PolaronKoopmansTuning
```

```lean
#print axioms PolaronKoopmansTuning.koopmans_tuning
#print axioms PolaronKoopmansTuning.koopmans_iff_linear
#print axioms PolaronKoopmansTuning.transfer_defect
#print axioms PolaronKoopmansTuning.two_cell_extrapolation
```

```
'PolaronKoopmansTuning.koopmans_tuning' depends on axioms: [propext, Classical.choice, Quot.sound]
'PolaronKoopmansTuning.koopmans_iff_linear' depends on axioms: [propext, Classical.choice, Quot.sound]
'PolaronKoopmansTuning.transfer_defect' depends on axioms: [propext, Classical.choice, Quot.sound]
'PolaronKoopmansTuning.two_cell_extrapolation' depends on axioms: [propext, Classical.choice, Quot.sound]
```

With only one size, and with both $u$ and $m$ unknown, the limit is undetermined. Take $k=4$ and $L=4$. The choices $u=2$, $m=4$ and $u=3$, $m=8$ both give a tuned parameter of $1/4$, but their dilute limits are $1/2$ and $3/4$.

The extrapolation is exact because the finite-size term is exactly $m/L$. In a calculation with further powers of $1/L$, the same formula would be an approximation.

## A numerical instance with cells of size 4 and 8

Take $u=2$, $k=4$ and $m=4$. The tuned parameters are

$$\lambda_1=\frac{2-1}{4}=0.25\quad(L_1=4),\qquad \lambda_2=\frac{2-0.5}{4}=0.375\quad(L_2=8),$$

and both lie below $u/k=0.5$. The two-cell formula gives

$$\frac{8\cdot0.375-4\cdot0.25}{8-4}=\frac{3-1}{4}=0.5 .$$

Using $\lambda_1$ in the larger cell leaves a curvature of $2-1-0.5=0.5$. The total-energy difference is then $e+0.25$ and the slope at full occupation is $e+0.5$. The defect of $0.25$ agrees with $(m/L_1-m/L_2)/2=(1-0.5)/2$.
